# Pairing the atoms of a chain produces superlattice peaks with an intensity of second order in the displacement

A row of identical atoms with equal spacing $a$ diffracts a wave strongly only where the contributions of neighbouring atoms arrive in phase. Suppose that the atoms now move together in pairs, as in the Peierls distortion of a chain with a half-filled band. The repeat length doubles to $2a$, which permits reflections halfway between the old ones. How strong are they when the atoms have moved only a little, and what happens to the old reflections?

Put the two atoms of a cell at $u$ and $a-u$, measured from the start of the cell. At $u=0$ the chain is uniform. For small positive $u$ the spacings alternate between $a-2u$ and $a+2u$, so $u$ is the displacement of one atom and not the change in a bond length.

Let $q$ be the component along the chain of the wave vector transferred in the scattering, called the wave number below. An atom at $x$ contributes the phase factor $e^{-iqx}$, and the intensity is the squared modulus of the sum of these factors. This treats the atoms as fixed, identical point scatterers and assumes that the wave is scattered at most once on its way through the chain. The step from this sum to a measured intensity, with atomic form factors, thermal motion and multiple scattering, is left to physical judgement.

## The chain as a sum of phase factors

```lean
import Mathlib

open Filter Topology

namespace DimerisedChain

noncomputable section
```

The function `phase q x` is the complex number $e^{-iqx}$, not an angle. Its arguments are real, and the minus sign fixes the Fourier convention.

```lean
/-- The phase factor `exp(-iqx)` of a unit scatterer at position `x` for wave number `q`. -/
def phase (q x : ℝ) : ℂ := Complex.exp (((-(q * x) : ℝ) : ℂ) * Complex.I)
```

For one cell, write
$$F(q)=\tfrac12\left(e^{-iqu}+e^{-iq(a-u)}\right).$$
This is `cellPhase a u q`. It is a mean over the two atoms, hence half of the usual structure factor of the cell.

```lean
/-- The mean phase of the two atoms of one cell, which sit at `u` and `a - u`. -/
def cellPhase (a u q : ℝ) : ℂ := (phase q u + phase q (a - u)) / 2
```

For $N$ consecutive cells, numbered $n=0,\dots,N-1$, the total amplitude is
$$A_N(q)=\sum_{n=0}^{N-1}\left(e^{-iq(2an+u)}+e^{-iq(2an+a-u)}\right).$$
This is `chainAmplitude N a u q`. It is a plain sum over $2N$ atoms, so $|A_N|^2/(2N)^2$ is the quantity to compare with $|F|^2$.

```lean
/-- The total amplitude scattered by `N` consecutive cells of length `2a`, each with atoms
at `u` and `a - u` from its origin. -/
def chainAmplitude (N : ℕ) (a u q : ℝ) : ℂ :=
  ∑ n ∈ Finset.range N, (phase q (2 * a * n + u) + phase q (2 * a * n + (a - u)))
```

## (a) Shifting a scatterer

Show that a shift in position only multiplies the phase factor by another phase factor:
$$e^{-iq(x+y)}=e^{-iqx}\,e^{-iqy}.$$

Since $-iq(x+y)=-iqx-iqy$, this is the addition rule of the exponential. The proof does the same: it merges the two exponentials with `Complex.exp_add` and compares the exponents.

```lean
/-- A shift of position multiplies the phase factor by the phase of the shift. -/
theorem phase_add (q x y : ℝ) : phase q (x + y) = phase q x * phase q y := by
  unfold phase
  rw [← Complex.exp_add]
  congr 1
  push_cast
  ring
```

## (b) One cell seen from its midpoint

Show that for every real $q$
$$|F(q)|^2=\cos^2\!\left(q\left(\tfrac a2-u\right)\right).$$

The two atoms lie symmetrically about $a/2$. With $d=a/2-u$ their positions are $a/2-d$ and $a/2+d$, so part (a) gives
$$F(q)=e^{-iqa/2}\,\frac{e^{iqd}+e^{-iqd}}2=e^{-iqa/2}\cos(qd).$$
The prefactor has modulus one, and the squared modulus of the real number $\cos(qd)$ is its square.

In the proof, `h1` and `h2` refer the two positions to the midpoint, `h3` is Euler's formula for the cosine, `h4` assembles the product, and `h5` gives the prefactor its modulus. The theorem puts no condition on $a$, $u$ or $q$.

```lean
/-- For every real wave number `q`, the squared modulus of the mean phase of a cell is
`cos² (q (a/2 - u))`. -/
theorem cell_intensity (a u q : ℝ) :
    ‖cellPhase a u q‖ ^ 2 = Real.cos (q * (a / 2 - u)) ^ 2 := by
  -- measure both positions from the midpoint `a/2` of the pair
  have h1 : phase q u = phase q (a / 2) * phase q (-(a / 2 - u)) := by
    rw [← phase_add]
    congr 1
    ring
  have h2 : phase q (a - u) = phase q (a / 2) * phase q (a / 2 - u) := by
    rw [← phase_add]
    congr 1
    ring
  have h3 : ((Real.cos (q * (a / 2 - u)) : ℝ) : ℂ)
      = (phase q (-(a / 2 - u)) + phase q (a / 2 - u)) / 2 := by
    rw [Complex.ofReal_cos, Complex.cos]
    unfold phase
    push_cast
    ring_nf
  have h4 : cellPhase a u q
      = phase q (a / 2) * ((Real.cos (q * (a / 2 - u)) : ℝ) : ℂ) := by
    rw [h3, cellPhase, h1, h2]
    ring
  have h5 : ‖phase q (a / 2)‖ = 1 := Complex.norm_exp_ofReal_mul_I _
  rw [h4, norm_mul, h5, one_mul, Complex.norm_real, Real.norm_eq_abs, sq_abs]
```

## (c) Even and odd reflections

Let $a>0$ and $q=\pi m/a$ with $m$ an integer. Show that
$$|F(q)|^2=\begin{cases}\cos^2(qu), & m\text{ even},\\ \sin^2(qu), & m\text{ odd}.\end{cases}$$

Because $qa=\pi m$, the argument of the cosine in (b) is $\pi m/2-qu$. A shift by $k\pi$, with $k$ an integer, leaves a squared cosine unchanged: as $\sin(k\pi)=0$ and $\cos^2(k\pi)=1$,
$$\cos^2(k\pi+x)=\left(\cos(k\pi)\cos x-\sin(k\pi)\sin x\right)^2=\cos^2x.$$

If $m=2k$, the argument is $k\pi-qu$, and the result is $\cos^2(-qu)=\cos^2(qu)$. If $m=2k+1$, the argument is $k\pi+(\pi/2-qu)$, and the result is $\cos^2(\pi/2-qu)=\sin^2(qu)$.

The Lean statement is a conjunction of two implications, one for `Even m` and one for `Odd m`, where `m : ℤ` may be negative or zero. The shift rule is `hshift`. The proof then replaces the fraction $\pi m/a$ by a letter $q$ and keeps only the relation `hqa`, which says $qa=\pi m$. Half of that relation is what `linear_combination hqa / 2` uses to rewrite the argument in each case.

```lean
/-- At `q = πm/a`, with `a > 0`, the squared modulus of the mean phase of a cell is
`cos² (qu)` for even `m` and `sin² (qu)` for odd `m`. -/
theorem cell_peaks {a : ℝ} (ha : 0 < a) (u : ℝ) (m : ℤ) :
    (Even m → ‖cellPhase a u (Real.pi * m / a)‖ ^ 2 = Real.cos (Real.pi * m / a * u) ^ 2) ∧
    (Odd m → ‖cellPhase a u (Real.pi * m / a)‖ ^ 2 = Real.sin (Real.pi * m / a * u) ^ 2) := by
  -- a shift by a multiple of `π` does not change the squared cosine
  have hshift : ∀ (k : ℤ) (x : ℝ), Real.cos (k * Real.pi + x) ^ 2 = Real.cos x ^ 2 := by
    intro k x
    have h := Real.sin_sq_add_cos_sq (k * Real.pi)
    rw [Real.sin_int_mul_pi] at h
    rw [Real.cos_add, Real.sin_int_mul_pi]
    linear_combination Real.cos x ^ 2 * h
  have hqa : Real.pi * m / a * a = Real.pi * m := div_mul_cancel₀ _ ha.ne'
  rw [cell_intensity]
  generalize Real.pi * m / a = q at hqa ⊢
  constructor
  · rintro ⟨k, rfl⟩
    push_cast at hqa
    have e : q * (a / 2 - u) = k * Real.pi + -(q * u) := by
      linear_combination hqa / 2
    rw [e, hshift, Real.cos_neg]
  · rintro ⟨k, rfl⟩
    push_cast at hqa
    have e : q * (a / 2 - u) = k * Real.pi + (Real.pi / 2 - q * u) := by
      linear_combination hqa / 2
    rw [e, hshift, Real.cos_pi_div_two_sub]
```

## (d) Separating the lattice from the cell

Show that the amplitude of the chain is a geometric sum times the amplitude of one cell:
$$A_N(q)=\left(\sum_{n=0}^{N-1}z^n\right)2F(q),\qquad z=e^{-2iqa}.$$

By (a), both terms of cell $n$ contain the factor $e^{-iq\,2an}=z^n$. What remains in each cell is $e^{-iqu}+e^{-iq(a-u)}=2F(q)$, which doesn't depend on $n$ and can be taken out of the sum.

In Lean $z$ is `phase q (2 * a)`. The auxiliary statement `hp` turns the phase of the $n$th cell into a power, and `Finset.sum_congr` then compares the two sums term by term.

```lean
/-- The amplitude of the chain is a geometric lattice sum times the amplitude of one cell. -/
theorem chain_factorises (N : ℕ) (a u q : ℝ) :
    chainAmplitude N a u q
      = (∑ n ∈ Finset.range N, phase q (2 * a) ^ n) * (2 * cellPhase a u q) := by
  have hp : ∀ n : ℕ, phase q (2 * a * n) = phase q (2 * a) ^ n := by
    intro n
    unfold phase
    rw [← Complex.exp_nat_mul]
    congr 1
    push_cast
    ring
  unfold chainAmplitude cellPhase
  rw [Finset.sum_mul]
  refine Finset.sum_congr rfl fun n _ => ?_
  rw [phase_add, phase_add, hp]
  ring
```

## (e) The intensity of the whole chain

Let $a>0$ and $q=\pi m/a$ again. Show that
$$|A_N(q)|^2=\begin{cases}(2N)^2\cos^2(qu), & m\text{ even},\\ (2N)^2\sin^2(qu), & m\text{ odd}.\end{cases}$$

Here $z=e^{-2\pi im}=1$: all cells scatter in phase. The geometric sum is therefore $N$, so $A_N=2N\,F$, and part (c) supplies $|F|^2$.

The even values of $m$ are the reflections of the uniform chain. The odd ones have zero intensity at $u=0$ and are the superlattice reflections. After division by $(2N)^2$ the intensities are just $\cos^2(qu)$ and $\sin^2(qu)$, whatever the number of cells $N\ge1$.

In the proof, `h1` is the statement $z=1$, `h2` is $A_N=2N\,F$, and the last lines insert the two cases of `cell_peaks`.

```lean
/-- At `q = πm/a`, with `a > 0`, a dimerised chain of `N` cells scatters with intensity
`(2N)² cos² (qu)` for even `m` and `(2N)² sin² (qu)` for odd `m`. -/
theorem superlattice_peaks (N : ℕ) {a : ℝ} (ha : 0 < a) (u : ℝ) (m : ℤ) :
    (Even m → ‖chainAmplitude N a u (Real.pi * m / a)‖ ^ 2
      = (2 * N) ^ 2 * Real.cos (Real.pi * m / a * u) ^ 2) ∧
    (Odd m → ‖chainAmplitude N a u (Real.pi * m / a)‖ ^ 2
      = (2 * N) ^ 2 * Real.sin (Real.pi * m / a * u) ^ 2) := by
  -- neighbouring cells scatter in phase
  have h1 : phase (Real.pi * m / a) (2 * a) = 1 := by
    have e : Real.pi * m / a * (2 * a) = m * (2 * Real.pi) := by
      rw [div_mul_eq_mul_div, div_eq_iff ha.ne']
      ring
    unfold phase
    rw [e, Complex.exp_eq_one_iff]
    exact ⟨-m, by push_cast; ring⟩
  have h2 : chainAmplitude N a u (Real.pi * m / a)
      = (2 * N : ℂ) * cellPhase a u (Real.pi * m / a) := by
    rw [chain_factorises, h1]
    simp only [one_pow, Finset.sum_const, Finset.card_range, nsmul_eq_mul, mul_one]
    ring
  have h3 : ‖(2 * N : ℂ)‖ = 2 * N := by simp
  rw [h2, norm_mul, h3, mul_pow]
  exact ⟨fun hm => by rw [(cell_peaks ha u m).1 hm],
    fun hm => by rw [(cell_peaks ha u m).2 hm]⟩
```

## (f) Darkness at the other wave numbers that fit the chain

Large values at $q=\pi m/a$ make peaks only if the intensity is small elsewhere. Let $q$ fit the length of the chain, $q\cdot 2aN=2\pi h$ with $h$ an integer (not Planck's constant), and let $N$ not divide $h$. Show that
$$A_N(q)=0.$$

First, $z^N=e^{-iq\,2aN}=e^{-2\pi ih}=1$. Secondly, $z\neq1$: otherwise $-2qa=2\pi k$ for some integer $k$, and multiplication by $N$ would give $h=-Nk$, which $N$ divides. The geometric sum is thus
$$\sum_{n=0}^{N-1}z^n=\frac{z^N-1}{z-1}=0,$$
and (d) gives the claim.

For $a>0$ and $N\ge1$ the fitting wave numbers form a grid of spacing $\pi/(aN)$. Every $N$th grid point is one of the reflections of (e), and the chain is dark at all the others. For $N=1$ there are no others, and the statement is empty. Between grid points the intensity of a finite chain is in general not zero, and the theorem says nothing about it.

```lean
/-- If `q` fits the chain length, `q · 2aN = 2πh` with `h` an integer, and `N` does not
divide `h`, then the chain of `N` cells scatters nothing at `q`. -/
theorem dark_between_peaks (N : ℕ) (a u q : ℝ) (h : ℤ)
    (hq : q * (2 * a * N) = 2 * Real.pi * h) (hN : ¬ (N : ℤ) ∣ h) :
    chainAmplitude N a u q = 0 := by
  have hc : (q : ℂ) * (2 * a * N) = 2 * Real.pi * h := by exact_mod_cast hq
  -- the phase between neighbouring cells is an `N`-th root of unity
  have hroot : phase q (2 * a) ^ N = 1 := by
    unfold phase
    rw [← Complex.exp_nat_mul, Complex.exp_eq_one_iff]
    refine ⟨-h, ?_⟩
    push_cast
    linear_combination (-Complex.I) * hc
  -- and it differs from one
  have hne : phase q (2 * a) ≠ 1 := by
    intro h1
    unfold phase at h1
    obtain ⟨k, hk⟩ := Complex.exp_eq_one_iff.mp h1
    push_cast at hk
    have e : (h : ℂ) = N * (-k) := by
      apply mul_right_cancel₀ Complex.two_pi_I_ne_zero
      linear_combination (-Complex.I) * hc - (N : ℂ) * hk
    exact hN ⟨-k, by exact_mod_cast e⟩
  rw [chain_factorises, geom_sum_eq hne, hroot, sub_self, zero_div, zero_mul]
```

### From a phase factor to an integer

The Mathlib lemma `Complex.exp_eq_one_iff` carries the step from waves to whole numbers. It says that $e^w=1$, for complex $w$, exactly when $w=k\cdot2\pi i$ for some integer $k$.

Read from right to left, it asks for the integer. The proof of (e) supplies `-m`, and `hroot` in (f) supplies `-h`; the minus signs come from the convention $e^{-iqx}$. Read from left to right, it yields an integer: in `hne`, the assumption $z=1$ produces `k` together with the equation `hk`. From there only linear algebra is left. `linear_combination` combines `hk` with the fitting condition, the common factor $2\pi i$ is cancelled, and `exact_mod_cast` carries the resulting equation from the complex numbers back to the integers, where it contradicts `hN`.

## (g) How the new peaks set in

Let $a>0$, let $m$ be odd and fixed, and let $q=\pi m/a$. Show that
$$\lim_{u\to0}\frac{|F(q)|^2}{u^2}=q^2>0.$$

By (c) the quotient is $\left(\sin(qu)/u\right)^2$. The fraction $\sin(qu)/u$ is the difference quotient of $\sin(qu)$ at $u=0$ and tends to the derivative there, which is $q$. Squaring gives the limit. It is positive because an odd $m$ is not zero.

The intensity at the new reflections is thus of exactly second order in $u$; for a chain of $N\ge1$ cells the coefficient is $(2N)^2q^2$. In a long but finite chain with small $u$, such a reflection stands out as a peak only when $2N|qu|$ is well above one, because the side maxima of the old peaks have an intensity of about one nearby, that of a single atom. In Lean, `𝓝[≠] 0` lets $u$ approach zero from both sides without reaching it. The derivative is `hd`, its reading as a limit of difference quotients is `ht`, and `ht.pow 2` squares that limit.

The same mean phase multiplies the Fourier component of a potential built from identical atomic contributions. For non-interacting electrons in a weak potential of this kind, perturbation theory therefore gives a gap at the new zone boundary that opens linearly in $u$, provided that the atomic potential has a nonzero Fourier component at $q=\pi/a$.

```lean
/-- For `a > 0` and odd `m`, the cell intensity at `q = πm/a` divided by `u²` tends to
`q²`, which is positive, as the displacement `u` tends to zero. -/
theorem second_order_onset {a : ℝ} (ha : 0 < a) {m : ℤ} (hm : Odd m) :
    0 < (Real.pi * m / a) ^ 2 ∧
    Tendsto (fun u : ℝ => ‖cellPhase a u (Real.pi * m / a)‖ ^ 2 / u ^ 2)
      (𝓝[≠] 0) (𝓝 ((Real.pi * m / a) ^ 2)) := by
  have hm0 : m ≠ 0 := by
    obtain ⟨k, hk⟩ := hm
    omega
  refine ⟨by positivity, ?_⟩
  -- the slope of `sin (qu)` at `u = 0` is `q`
  have hd : HasDerivAt (fun u : ℝ => Real.sin (Real.pi * m / a * u))
      (Real.pi * m / a) 0 :=
    (((hasDerivAt_id (0 : ℝ)).const_mul (Real.pi * m / a)).sin).congr_deriv (by simp)
  have ht := hasDerivAt_iff_tendsto_slope_zero.mp hd
  refine (ht.pow 2).congr fun u => ?_
  rw [(cell_peaks ha u m).2 hm]
  simp only [zero_add, mul_zero, Real.sin_zero, sub_zero, smul_eq_mul]
  ring
```

## (h) When all the new peaks are absent

Let $a>0$. Show that the cell intensity vanishes at $q=\pi m/a$ for every odd $m$ exactly when
$$u=ka\quad\text{for some integer }k.$$

If all odd reflections vanish, so does the one with $m=1$. Then $\sin(\pi u/a)=0$, hence $\pi u/a=k\pi$ and $u=ka$. Conversely, $u=ka$ gives $qu=\pi mk$, whose sine is zero for every $m$.

For these $u$ the atoms of a cell sit at $ka$ and $(1-k)a$. One of the two is an even multiple of $a$ and the other an odd one, so endless repetition with period $2a$ gives back the uniform chain. The absence of the reflection with $m=1$ is already enough to conclude this. The absence of a higher one need not be: at $u=a/3$ the one with $m=3$ vanishes although the chain is dimerised. The proof accordingly takes `h 1 odd_one`, the first odd reflection, and reads the integer `k` off `Real.sin_eq_zero_iff`.

```lean
/-- For `a > 0`, the cell intensity vanishes at `q = πm/a` for all odd `m` exactly when
`u` is an integer multiple of `a`. -/
theorem no_superlattice_iff {a : ℝ} (ha : 0 < a) (u : ℝ) :
    (∀ m : ℤ, Odd m → ‖cellPhase a u (Real.pi * m / a)‖ ^ 2 = 0) ↔
      ∃ k : ℤ, u = k * a := by
  constructor
  · intro h
    -- the first odd peak already decides
    have h1 := h 1 odd_one
    rw [(cell_peaks ha u 1).2 odd_one] at h1
    obtain ⟨k, hk⟩ := Real.sin_eq_zero_iff.mp (pow_eq_zero_iff two_ne_zero |>.mp h1)
    refine ⟨k, ?_⟩
    rw [Int.cast_one, mul_one, div_mul_eq_mul_div, eq_div_iff ha.ne'] at hk
    apply mul_left_cancel₀ Real.pi_ne_zero
    linear_combination -hk
  · rintro ⟨k, rfl⟩ m hm
    have e : Real.pi * m / a * (k * a) = ((m * k : ℤ) : ℝ) * Real.pi := by
      rw [div_mul_eq_mul_div, div_eq_iff ha.ne']
      push_cast
      ring
    rw [(cell_peaks ha _ m).2 hm, e, Real.sin_int_mul_pi, zero_pow two_ne_zero]

end

end DimerisedChain
```

```lean
#print axioms DimerisedChain.superlattice_peaks
-- 'DimerisedChain.superlattice_peaks' depends on axioms: [propext, Classical.choice, Quot.sound]
#print axioms DimerisedChain.dark_between_peaks
-- 'DimerisedChain.dark_between_peaks' depends on axioms: [propext, Classical.choice, Quot.sound]
#print axioms DimerisedChain.second_order_onset
-- 'DimerisedChain.second_order_onset' depends on axioms: [propext, Classical.choice, Quot.sound]
#print axioms DimerisedChain.no_superlattice_iff
-- 'DimerisedChain.no_superlattice_iff' depends on axioms: [propext, Classical.choice, Quot.sound]
```
